# For convex active energies, three one-electron conditions keep all core and virtual excitations of the Dyall model positive

## Do one-electron conditions rule out intruders at every excitation rank?

Move two core electrons, with orbital energies \(c_1\) and \(c_2\), into an active space that holds \(n\) electrons. If \(e(m)\) is the lowest active energy with \(m\) electrons, the zeroth-order cost in the Dyall model is

\[
e(n+2)-e(n)-c_1-c_2=\bigl[e(n+1)-e(n)-c_1\bigr]+\bigl[e(n+2)-e(n+1)-c_2\bigr].
\]

Suppose both core levels lie below the first attachment increment \(e(n+1)-e(n)\). The first bracket is then positive. If the second added electron costs at least as much as the first, so is the second bracket.

I would like the general version: any number of core holes and virtual particles, with conditions that I can check one electron at a time. Here an intruder means an excitation whose zeroth-order energy is zero or negative. Can this be made rigorous and machine-checked?

## Yes, through a chemical potential shared by the three spaces

Let \(c_i\) be the core and \(v_a\) the virtual spin-orbital energies, finitely many of each. An excitation empties a set \(K\) of core orbitals and fills a set \(L\) of virtual ones, which leaves \(m=n+|K|-|L|\) active electrons. Its energy is

\[
\Delta(K,L)=\sum_{a\in L}v_a-\sum_{i\in K}c_i+e(m)-e(n).
\]

Write \(A=e(n+1)-e(n)\) for the attachment increment and \(I=e(n)-e(n-1)\) for the detachment increment. Convexity means that the increments of \(e\) never decrease, so \(I\le A\). The one-electron conditions are

\[
c_i<A,\qquad v_a>I,\qquad c_i<v_a\qquad\text{for all } i,a.
\]

**A supporting line.** Take any \(\mu\) with \(I\le\mu\le A\). For \(k\ge0\), convexity gives

\[
e(n+k)-e(n)=\sum_{j=0}^{k-1}\bigl[e(n+j+1)-e(n+j)\bigr]\ge kA\ge k\mu,
\]

\[
e(n-k)-e(n)=-\sum_{j=0}^{k-1}\bigl[e(n-j)-e(n-j-1)\bigr]\ge -kI\ge -k\mu.
\]

Hence \(e(m)-e(n)\ge\mu(m-n)\) for every integer \(m\).

**Choosing \(\mu\).** We also want \(c_i<\mu<v_a\) for all \(i\) and \(a\). If \(I=A\), take \(\mu=I\); the first two conditions are then exactly what is needed. If \(I<A\), let \(x\) be the largest number among \(I\) and the \(c_i\), and \(y\) the smallest among \(A\) and the \(v_a\). The inequalities \(I<A\), \(I<v_a\), \(c_i<A\) and \(c_i<v_a\) cover every possible pair, so \(x<y\), and any \(\mu\) strictly between them works.

**Summing.** Since \(m-n=|K|-|L|\), measuring all energies from \(\mu\) gives

\[
\Delta(K,L)=\sum_{a\in L}(v_a-\mu)+\sum_{i\in K}(\mu-c_i)+\bigl[e(m)-e(n)-\mu(m-n)\bigr].
\]

The last bracket is nonnegative. Let \(\delta\) be the smallest of the number 1 and all the distances \(v_a-\mu\) and \(\mu-c_i\). Then \(\delta>0\) and

\[
\Delta(K,L)\ge\delta\,(|K|+|L|),
\]

which is positive as soon as there is one hole or one particle.

**The converse.** The three simplest excitations have energies

\[
\Delta(\{i\},\varnothing)=A-c_i,\qquad
\Delta(\varnothing,\{a\})=v_a-I,\qquad
\Delta(\{i\},\{a\})=v_a-c_i.
\]

If all excitation energies are positive, these three are, and the one-electron conditions follow.

## Numbers for a quadratic active energy

In both examples below, \(m\) and \(n\) count active electrons relative to a partly filled reference, so \(n=0\) is not an empty active space and a negative \(m\) means that electrons have been removed. Take \(e(m)=m^2\), \(n=0\), two core levels at \(0\) and two virtual levels at \(1/2\). Then \(I=-1\), \(A=1\), \(x=0\) and \(y=1/2\). The choice \(\mu=1/4\) gives \(\delta=1/4\). With \(k\) holes and \(l\) particles,

\[
\Delta=\frac{l}{2}+(k-l)^2,
\]

to be compared with the bound \((k+l)/4\). Two holes cost \(4\), against a bound of \(1/2\). One hole and one particle cost \(1/2\), which equals the bound.

Convexity does real work here. Let \(e(0)=0\), \(e(2)=-3\) and \(e(m)=1\) otherwise, with two core levels at \(0\) and two virtual levels at \(1\). At \(n=0\) the increments are again \(-1\) and \(1\), so the one-electron conditions hold, yet emptying both core orbitals has energy \(-3\). The second added electron is bound so strongly that the pair enters although a single electron would not.

## What the Lean statements say

The types `ι` and `κ` label core and virtual spin orbitals, and `c` and `v` are their energies. The finite sets `K` and `L` contain each orbital at most once, as the Pauli principle requires. The function `e : ℤ → ℝ` gives the active ground energies, `ConvexActive` is the condition on their increments, `OrbitalsSeparated` collects the three one-electron conditions, and `dyallGap` is \(\Delta(K,L)\).

The main theorem, `no_intruders_iff`, says that for convex `e` and finite orbital types, all gaps with `1 ≤ K.card + L.card` are positive if and only if `OrbitalsSeparated` holds. Either orbital space may be empty.

`uniform_gap` is stronger in one direction. It provides a single \(\delta\) for all excitations, and it replaces the final active ground energy by any `E` not below it. This covers excited active states, and also expectation values of the active Hamiltonian at the new electron number.

Some physics enters as assumption:

- The energy formula is taken as the definition; no Hamiltonian is constructed or diagonalised. It reflects a zeroth-order model in which core and virtual electrons contribute fixed orbital energies, and the active Hamiltonian, which includes the field of the filled core, is the same for every excitation.
- Convexity is a hypothesis on the active Hamiltonian. It stands for the absence of an effective attraction that makes a later electron cheaper than an earlier one.
- The sequence `e` is defined on all integers, whereas a real active space holds a limited number of electrons, so values beyond that range have to be supplied by a convex continuation.
- The reference is the active ground state at \(n\) electrons, and excitations purely within the active space are excluded.

In second-order perturbation theory built on the Dyall Hamiltonian, such differences appear as energy denominators; within this model, with convex active energies, a ground-state reference and the one-electron conditions satisfied, the bound keeps them away from zero.

```lean
import Mathlib

open Finset

namespace DyallIntruders

noncomputable section

variable {ι κ : Type*}

/-- The active ground energies are convex in the electron number: each added electron
costs at least as much as the one before. -/
def ConvexActive (e : ℤ → ℝ) : Prop :=
  ∀ m, e m - e (m - 1) ≤ e (m + 1) - e m

/-- The one-electron conditions at `n` active electrons: core levels lie below the active
attachment energy, virtual levels above the active detachment level, and core below virtual. -/
def OrbitalsSeparated (e : ℤ → ℝ) (n : ℤ) (c : ι → ℝ) (v : κ → ℝ) : Prop :=
  (∀ i, c i < e (n + 1) - e n) ∧ (∀ a, e n - e (n - 1) < v a) ∧ ∀ i a, c i < v a

/-- The Dyall excitation energy for emptying the core orbitals `K` and filling the virtual
orbitals `L`, with the active space in its ground state for the remaining electrons. -/
def dyallGap (e : ℤ → ℝ) (n : ℤ) (c : ι → ℝ) (v : κ → ℝ)
    (K : Finset ι) (L : Finset κ) : ℝ :=
  ∑ a ∈ L, v a - ∑ i ∈ K, c i + e (n + (K.card : ℤ) - (L.card : ℤ)) - e n

/-- For convex active energies, if `μ` lies between the detachment and attachment increments at `n`,
changing the active electron number from `n` to `m` costs at least `μ (m - n)`. -/
theorem active_supporting_line {e : ℤ → ℝ} (h : ConvexActive e) {n : ℤ} {μ : ℝ}
    (hI : e n - e (n - 1) ≤ μ) (hA : μ ≤ e (n + 1) - e n) (m : ℤ) :
    μ * ((m : ℝ) - n) ≤ e m - e n := by
  -- adding electrons one at a time
  have up : ∀ k : ℕ, μ ≤ e (n + k + 1) - e (n + k) ∧ μ * k ≤ e (n + k) - e n := by
    intro k
    induction k with
    | zero => simpa using hA
    | succ k ih =>
      have h1 := h (n + k + 1)
      rw [show n + (k : ℤ) + 1 - 1 = n + k by ring] at h1
      rw [show n + ((k + 1 : ℕ) : ℤ) = n + k + 1 by push_cast; ring]
      push_cast
      constructor <;> linarith [ih.1, ih.2]
  -- removing electrons one at a time
  have down : ∀ k : ℕ, e (n - k) - e (n - k - 1) ≤ μ ∧ -(μ * k) ≤ e (n - k) - e n := by
    intro k
    induction k with
    | zero => simpa using hI
    | succ k ih =>
      have h1 := h (n - k - 1)
      rw [show n - (k : ℤ) - 1 + 1 = n - k by ring] at h1
      rw [show n - ((k + 1 : ℕ) : ℤ) = n - k - 1 by push_cast; ring]
      push_cast
      constructor <;> linarith [ih.1, ih.2]
  rcases le_total n m with hm | hm
  · obtain ⟨k, rfl⟩ : ∃ k : ℕ, m = n + k := ⟨(m - n).toNat, by omega⟩
    have := (up k).2
    push_cast
    linarith
  · obtain ⟨k, rfl⟩ : ∃ k : ℕ, m = n - k := ⟨(n - m).toNat, by omega⟩
    have := (down k).2
    push_cast
    linarith

/-- For convex active energies and finitely many orbitals meeting the one-electron conditions, the
core, active and virtual spaces share a chemical potential: it lies between the two active
increments and strictly separates the core levels from the virtual levels. -/
theorem exists_common_chemical_potential [Finite ι] [Finite κ] {e : ℤ → ℝ}
    (h : ConvexActive e) {n : ℤ} {c : ι → ℝ} {v : κ → ℝ} (hs : OrbitalsSeparated e n c v) :
    ∃ μ : ℝ, e n - e (n - 1) ≤ μ ∧ μ ≤ e (n + 1) - e n ∧
      (∀ i, c i < μ) ∧ ∀ a, μ < v a := by
  obtain ⟨hc, hv, hcv⟩ := hs
  rcases (h n).eq_or_lt with heq | hlt
  · exact ⟨e n - e (n - 1), le_rfl, heq.le, fun i => by rw [heq]; exact hc i, hv⟩
  · -- the highest lower bound and the lowest upper bound on the chemical potential
    obtain ⟨x, hx⟩ := Finite.exists_max (fun o : Option ι => o.elim (e n - e (n - 1)) c)
    obtain ⟨y, hy⟩ := Finite.exists_min (fun o : Option κ => o.elim (e (n + 1) - e n) v)
    have hxy : x.elim (e n - e (n - 1)) c < y.elim (e (n + 1) - e n) v :=
      match x, y with
      | none, none => hlt
      | none, some a => hv a
      | some i, none => hc i
      | some i, some a => hcv i a
    obtain ⟨μ, h1, h2⟩ := exists_between hxy
    exact ⟨μ, (hx none).trans h1.le, h2.le.trans (hy none),
      fun i => (hx (some i)).trans_lt h1, fun a => h2.trans_le (hy (some a))⟩

/-- For convex active energies and finitely many orbitals meeting the one-electron conditions, there
is one `δ > 0` such that every excitation with core holes `K` and virtual particles `L` costs at
least `δ (|K| + |L|)`, for any final active energy `E` not below the active ground energy at the new
electron number. -/
theorem uniform_gap [Finite ι] [Finite κ] {e : ℤ → ℝ}
    (h : ConvexActive e) {n : ℤ} {c : ι → ℝ} {v : κ → ℝ} (hs : OrbitalsSeparated e n c v) :
    ∃ δ : ℝ, 0 < δ ∧ ∀ (K : Finset ι) (L : Finset κ) (E : ℝ),
      e (n + (K.card : ℤ) - (L.card : ℤ)) ≤ E →
      δ * ((K.card : ℝ) + L.card) ≤ ∑ a ∈ L, v a - ∑ i ∈ K, c i + E - e n := by
  obtain ⟨μ, hI, hA, hc, hv⟩ := exists_common_chemical_potential h hs
  -- the distances of the orbital levels from the chemical potential, with the extra value 1
  let d : Option (ι ⊕ κ) → ℝ :=
    fun o => o.elim 1 (Sum.elim (fun i => μ - c i) (fun a => v a - μ))
  obtain ⟨x, hx⟩ := Finite.exists_min d
  have hpos : 0 < d x :=
    match x with
    | none => one_pos
    | some (Sum.inl i) => sub_pos.mpr (hc i)
    | some (Sum.inr a) => sub_pos.mpr (hv a)
  refine ⟨d x, hpos, fun K L E hE => ?_⟩
  have hK : ∑ i ∈ K, c i ≤ K.card • (μ - d x) :=
    Finset.sum_le_card_nsmul K c _ fun i _ => by
      have h1 : d x ≤ μ - c i := hx (some (Sum.inl i))
      linarith
  have hL : L.card • (μ + d x) ≤ ∑ a ∈ L, v a :=
    Finset.card_nsmul_le_sum L v _ fun a _ => by
      have h1 : d x ≤ v a - μ := hx (some (Sum.inr a))
      linarith
  rw [nsmul_eq_mul] at hK hL
  have ht := active_supporting_line h hI hA (n + (K.card : ℤ) - (L.card : ℤ))
  push_cast at ht
  linarith

/-- Absence of intruders: for convex active energies, all Dyall excitation energies with at least
one core hole or virtual particle are positive exactly when the one-electron conditions hold. -/
theorem no_intruders_iff [Finite ι] [Finite κ] {e : ℤ → ℝ}
    (h : ConvexActive e) (n : ℤ) (c : ι → ℝ) (v : κ → ℝ) :
    (∀ (K : Finset ι) (L : Finset κ), 1 ≤ K.card + L.card → 0 < dyallGap e n c v K L) ↔
      OrbitalsSeparated e n c v := by
  constructor
  · intro hg
    -- test on one hole, one particle, and one hole-particle pair
    refine ⟨fun i => ?_, fun a => ?_, fun i a => ?_⟩
    · have h1 := hg {i} ∅ (by simp)
      simp [dyallGap] at h1
      linarith
    · have h1 := hg ∅ {a} (by simp)
      simp [dyallGap] at h1
      linarith
    · have h1 := hg {i} {a} (by simp)
      simp [dyallGap] at h1
      linarith
  · intro hs K L hKL
    obtain ⟨δ, hδ, hb⟩ := uniform_gap h hs
    have h1 : (1 : ℝ) ≤ (K.card : ℝ) + L.card := by exact_mod_cast hKL
    have h2 : 0 < δ * ((K.card : ℝ) + L.card) := mul_pos hδ (by linarith)
    exact h2.trans_le (hb K L _ le_rfl)

/-- The quadratic active energy `m²`, with two core levels at `0` and two virtual levels at `1/2`,
is convex and meets the one-electron conditions at `n = 0`. -/
theorem quadratic_witness :
    ConvexActive (fun m : ℤ => (m : ℝ) ^ 2) ∧
      OrbitalsSeparated (fun m : ℤ => (m : ℝ) ^ 2) 0
        (fun _ : Fin 2 => (0 : ℝ)) (fun _ : Fin 2 => (1 / 2 : ℝ)) := by
  refine ⟨fun m => ?_, fun _ => ?_, fun _ => ?_, fun _ _ => ?_⟩
  · push_cast
    nlinarith
  all_goals norm_num

/-- An active energy sequence in which a second added electron is strongly favoured. -/
def pairingEnergy (m : ℤ) : ℝ := if m = 0 then 0 else if m = 2 then -3 else 1

/-- Convexity cannot be dropped: the pairing energies are not convex, and although the
one-electron conditions hold, moving two core electrons into the active space lowers the energy. -/
theorem intruder_without_convexity :
    ¬ ConvexActive pairingEnergy ∧
      OrbitalsSeparated pairingEnergy 0 (fun _ : Fin 2 => (0 : ℝ)) (fun _ : Fin 2 => (1 : ℝ)) ∧
      dyallGap pairingEnergy 0 (fun _ : Fin 2 => (0 : ℝ)) (fun _ : Fin 2 => (1 : ℝ))
        Finset.univ ∅ < 0 := by
  refine ⟨fun h => ?_, ⟨fun _ => ?_, fun _ => ?_, fun _ _ => ?_⟩, ?_⟩
  · have h1 := h 1
    norm_num [pairingEnergy] at h1
  all_goals norm_num [dyallGap, pairingEnergy]

end

end DyallIntruders
```

```lean
#print axioms DyallIntruders.no_intruders_iff
-- 'DyallIntruders.no_intruders_iff' depends on axioms: [propext, Classical.choice, Quot.sound]
#print axioms DyallIntruders.intruder_without_convexity
-- 'DyallIntruders.intruder_without_convexity' depends on axioms: [propext, Classical.choice, Quot.sound]
```

## How the proof follows the derivation

`active_supporting_line` proves the supporting line by two inductions, `up` and `down`. Each carries two facts together: the current increment is on the correct side of \(\mu\), and the accumulated energy obeys the bound. Convexity passes the first fact to the next electron number, and `linarith` adds the new increment to the second. The final case split asks whether \(m\) lies above or below \(n\).

`exists_common_chemical_potential` separates \(I=A\) from \(I<A\). In the second case, `Option ι` is the set of core orbitals with one extra element, `none`, which carries the value \(I\); `Option κ` does the same for the virtual orbitals and \(A\). The maximum \(x\) and minimum \(y\) therefore exist even when an orbital space is empty. The four-line `match` is the list of four comparisons, and `exists_between` supplies \(\mu\).

`uniform_gap` obtains \(\delta\) as the minimum of `d`, whose extra value 1 again handles empty spaces. The facts `hK` and `hL` bound the core sum from above by \(|K|(\mu-\delta)\) and the virtual sum from below by \(|L|(\mu+\delta)\). Together with the supporting line, they give the result by linear arithmetic.

In `no_intruders_iff`, the forward direction inserts `{i}` and `∅`, `∅` and `{a}`, then `{i}` and `{a}`, the three test excitations above. The reverse direction applies `uniform_gap` with `E` equal to the active ground energy.

`quadratic_witness` verifies the hypotheses for the quadratic example. `intruder_without_convexity` checks the pairing example: convexity fails at \(m=1\), the one-electron conditions hold, and the two-hole gap is negative.
